# At most tr(P)/δ levels of a Hermitian matrix rise by δ or more when a positive semidefinite P is added

Put a repulsive potential of strength 1 on one site of a 1000-site tight-binding model with an orthonormal basis of one state per site. The operator norm of the perturbation tells you only that no level moves by more than 1. That estimate alone would let all 1000 levels rise by 0.3, so an output with hundreds of such shifts would raise no alarm. The trace of the perturbation, also 1, allows at most three.

Let $A$ be a Hermitian $n\times n$ matrix, $P$ a positive semidefinite one, and $E_0\le\dots\le E_{n-1}$ the eigenvalues in nondecreasing order, repeated according to multiplicity. For every $\delta>0$,

$$\#\{k : E_k(A+P)-E_k(A)\ge\delta\}\le \frac{\operatorname{tr}P}{\delta}.$$

## Comparing sorted spectra after adding a repulsive term

The bound applies when a code diagonalises a Hamiltonian in a finite orthonormal basis, adds a fixed repulsive term and compares the two sorted spectra. If the count exceeds $\operatorname{tr}P/\delta$ and rounding near the threshold is not to blame, then a hypothesis fails or the calculation contains an error. Possible causes include a negative eigenvalue of the added matrix, a matrix that is not Hermitian, a basis that is not orthonormal, and wrongly paired spectra.

Positivity matters: for $A=0$, $P=\operatorname{diag}(1,-1)$ and $\delta=1$, one level rises by 1 although $\operatorname{tr}P=0$.

## Nonnegative shifts that sum to the trace

Write $B=A+P$ and $s_k=E_k(B)-E_k(A)$. Let $u_j$ and $v_j$ be orthonormal eigenvectors of $A$ and $B$, in the order of their levels.

Fix $k$ and require $x\perp u_j$ for $j<k$ and $x\perp v_j$ for $j>k$. These are $k+(n-1-k)=n-1$ linear conditions on $n$ components, so some $x\neq0$ satisfies them. Then

$$E_k(A)\,x^\dagger x\le\sum_{j\ge k}E_j(A)|u_j^\dagger x|^2=x^\dagger Ax\le x^\dagger Bx,$$

where the last inequality is $x^\dagger Px\ge0$, and

$$x^\dagger Bx=\sum_{j\le k}E_j(B)|v_j^\dagger x|^2\le E_k(B)\,x^\dagger x.$$

Dividing by $x^\dagger x>0$ gives $s_k\ge0$.

The eigenvalues of a matrix sum to its trace, hence $\sum_k s_k=\operatorname{tr}(A+P)-\operatorname{tr}A=\operatorname{tr}P$. If $N$ shifts are at least $\delta$, then

$$N\delta\le\sum_{s_k\ge\delta}s_k\le\sum_k s_k=\operatorname{tr}P.$$

Equality occurs for $A=0$ and $P=\delta Q$ with $Q$ an orthogonal projector. Since $P^2=\delta P$, each eigenvalue satisfies $E^2=\delta E$, so every shift is 0 or $\delta$ and $N\delta=\operatorname{tr}P$.

## The bound and its equality case in Lean

```lean
import Mathlib

open Matrix
open scoped ComplexOrder

namespace FewLevelsShift

noncomputable section

variable {n : ℕ} {A B P : Matrix (Fin n) (Fin n) ℂ}

/-- The `k`-th energy level of a Hermitian matrix: its eigenvalues, repeated according to
multiplicity, are listed in nondecreasing order. -/
def level (hA : A.IsHermitian) (k : Fin n) : ℝ :=
  hA.eigenvalues (Tuple.sort hA.eigenvalues k)

/-- The displacement of the `k`-th level when the Hermitian perturbation `P` is added to `A`. -/
def levelShift (hA : A.IsHermitian) (hP : P.IsHermitian) (k : Fin n) : ℝ :=
  level (hA.add hP) k - level hA k

/-- A Hermitian matrix has an orthonormal eigenbasis, the columns of `U`, arranged in the order
of its levels. -/
theorem exists_levelBasis (hA : A.IsHermitian) :
    ∃ U : Matrix (Fin n) (Fin n) ℂ, Uᴴ * U = 1 ∧
      A * U = U * diagonal (fun k => (level hA k : ℂ)) := by
  obtain ⟨b, hb⟩ : ∃ b : OrthonormalBasis (Fin n) ℂ (EuclideanSpace ℂ (Fin n)),
      ∀ j, A *ᵥ (b j).ofLp = hA.eigenvalues j • (b j).ofLp :=
    ⟨hA.eigenvectorBasis, fun j => hA.mulVec_eigenvectorBasis j⟩
  have hl : ∀ j, hA.eigenvalues (Tuple.sort hA.eigenvalues j) = level hA j := fun _ => rfl
  refine ⟨Matrix.of fun i j => (b (Tuple.sort hA.eigenvalues j)).ofLp i, ?_, ?_⟩
  · ext i j
    have h := orthonormal_iff_ite.mp b.orthonormal
      (Tuple.sort hA.eigenvalues i) (Tuple.sort hA.eigenvalues j)
    rw [EuclideanSpace.inner_eq_star_dotProduct] at h
    simp only [(Tuple.sort hA.eigenvalues).injective.eq_iff] at h
    rw [Matrix.mul_apply, Matrix.one_apply, ← h]
    exact Finset.sum_congr rfl fun l _ => mul_comm _ _
  · ext i j
    have h := congrFun (hb (Tuple.sort hA.eigenvalues j)) i
    rw [Pi.smul_apply, Complex.real_smul, hl j, mul_comm] at h
    rw [Matrix.mul_diagonal]
    exact h

/-- The levels are nondecreasing in their index. -/
theorem level_mono (hA : A.IsHermitian) : Monotone (level hA) :=
  Tuple.monotone_sort hA.eigenvalues

attribute [local irreducible] level

/-- In an orthonormal eigenbasis, the energy form of a state is the sum of the eigenvalues
weighted by the squared moduli of the amplitudes. -/
theorem energy_expansion {U : Matrix (Fin n) (Fin n) ℂ} (hU : Uᴴ * U = 1) {E : Fin n → ℝ}
    (h : A * U = U * diagonal (fun k => (E k : ℂ))) (x : Fin n → ℂ) :
    (star x ⬝ᵥ A *ᵥ x).re = ∑ k, E k * ‖(Uᴴ *ᵥ x) k‖ ^ 2 := by
  have hA' : A = U * diagonal (fun k => (E k : ℂ)) * Uᴴ := by
    rw [← h, mul_assoc, mul_eq_one_comm.mp hU, mul_one]
  have hs : star (Uᴴ *ᵥ x) = star x ᵥ* U := by
    rw [Matrix.star_mulVec, conjTranspose_conjTranspose]
  rw [hA', ← Matrix.mulVec_mulVec, ← Matrix.mulVec_mulVec, Matrix.dotProduct_mulVec, ← hs]
  generalize Uᴴ *ᵥ x = c
  simp only [dotProduct, Matrix.mulVec_diagonal, Complex.re_sum]
  refine Finset.sum_congr rfl fun k _ => ?_
  rw [Complex.sq_norm, Complex.normSq_apply]
  simp only [Pi.star_apply, Complex.star_def, Complex.mul_re, Complex.mul_im, Complex.conj_re,
    Complex.conj_im, Complex.ofReal_re, Complex.ofReal_im]
  ring

/-- The squared norm of a state is the sum of the squared moduli of its amplitudes in an
orthonormal basis. -/
theorem norm_expansion {U : Matrix (Fin n) (Fin n) ℂ} (hU : Uᴴ * U = 1) (x : Fin n → ℂ) :
    (star x ⬝ᵥ x).re = ∑ k, ‖(Uᴴ *ᵥ x) k‖ ^ 2 := by
  have h := energy_expansion (A := 1) hU (E := fun _ => 1) (by simp) x
  simpa only [Matrix.one_mulVec, one_mul] using h

/-- Let `A` and `B` be Hermitian. If in every state the energy form of `A` exceeds that of `B` by at
most `c` times the squared norm, then each level of `A` exceeds the level of `B` with the same index
by at most `c`. -/
theorem level_le_add (hA : A.IsHermitian) (hB : B.IsHermitian) (c : ℝ)
    (h : ∀ x : Fin n → ℂ,
      (star x ⬝ᵥ A *ᵥ x).re ≤ (star x ⬝ᵥ B *ᵥ x).re + c * (star x ⬝ᵥ x).re)
    (k : Fin n) : level hA k ≤ level hB k + c := by
  obtain ⟨U, hU, hAU⟩ := exists_levelBasis hA
  obtain ⟨V, hV, hBV⟩ := exists_levelBasis hB
  -- n - 1 orthogonality conditions, and a zero row, leave a nonzero state
  have hdet : (Matrix.of fun j : Fin n =>
      if j < k then Uᴴ j else if k < j then Vᴴ j else 0).det = 0 :=
    Matrix.det_eq_zero_of_row_eq_zero k (fun j => by simp)
  obtain ⟨x, hx, hMx⟩ := Matrix.exists_mulVec_eq_zero_iff.mpr hdet
  have hu : ∀ j, j < k → (Uᴴ *ᵥ x) j = 0 := fun j hj => by
    have h1 := congrFun hMx j
    simp only [Matrix.mulVec, Matrix.of_apply, if_pos hj] at h1
    exact h1
  have hv : ∀ j, k < j → (Vᴴ *ᵥ x) j = 0 := fun j hj => by
    have h1 := congrFun hMx j
    simp only [Matrix.mulVec, Matrix.of_apply, if_neg (not_lt_of_gt hj), if_pos hj] at h1
    exact h1
  have hpos : 0 < (star x ⬝ᵥ x).re := by
    obtain ⟨i, hi⟩ := Function.ne_iff.mp hx
    have h1 := norm_expansion (U := 1) (by simp) x
    rw [conjTranspose_one, Matrix.one_mulVec] at h1
    rw [h1]
    exact Finset.sum_pos' (fun _ _ => sq_nonneg _)
      ⟨i, Finset.mem_univ i, pow_pos (norm_pos_iff.mpr hi) 2⟩
  -- this state has A-energy at least the k-th level of A
  have hlow : level hA k * (star x ⬝ᵥ x).re ≤ (star x ⬝ᵥ A *ᵥ x).re := by
    rw [energy_expansion hU hAU, norm_expansion hU, Finset.mul_sum]
    refine Finset.sum_le_sum fun j _ => ?_
    rcases lt_or_ge j k with hj | hj
    · simp [hu j hj]
    · exact mul_le_mul_of_nonneg_right (level_mono hA hj) (sq_nonneg _)
  -- and B-energy at most the k-th level of B
  have hupp : (star x ⬝ᵥ B *ᵥ x).re ≤ level hB k * (star x ⬝ᵥ x).re := by
    rw [energy_expansion hV hBV, norm_expansion hV, Finset.mul_sum]
    refine Finset.sum_le_sum fun j _ => ?_
    rcases lt_or_ge k j with hj | hj
    · simp [hv j hj]
    · exact mul_le_mul_of_nonneg_right (level_mono hB hj) (sq_nonneg _)
  refine le_of_mul_le_mul_right ?_ hpos
  linarith [h x]

/-- The levels of a Hermitian matrix add up to its trace. -/
theorem sum_level (hA : A.IsHermitian) : ∑ k, level hA k = A.trace.re := by
  obtain ⟨U, hU, h⟩ := exists_levelBasis hA
  have ht : A.trace = ∑ k, (level hA k : ℂ) := by
    calc A.trace = (A * U * Uᴴ).trace := by
          rw [mul_assoc, mul_eq_one_comm.mp hU, mul_one]
      _ = (Uᴴ * (U * diagonal (fun k => (level hA k : ℂ)))).trace := by
          rw [h, Matrix.trace_mul_comm]
      _ = ∑ k, (level hA k : ℂ) := by
          rw [← mul_assoc, hU, one_mul, Matrix.trace_diagonal]
  rw [ht, Complex.re_sum]
  simp only [Complex.ofReal_re]

/-- The shifts of all levels add up to the trace of the perturbation. -/
theorem sum_levelShift (hA : A.IsHermitian) (hP : P.IsHermitian) :
    ∑ k, levelShift hA hP k = P.trace.re := by
  simp only [levelShift, Finset.sum_sub_distrib, sum_level, Matrix.trace_add, Complex.add_re]
  ring

/-- For Hermitian `A`, positive semidefinite `P` and `δ > 0`, at most `tr P / δ` levels are
raised by `δ` or more when `P` is added to `A`. -/
theorem card_large_shifts_le (hA : A.IsHermitian) (hP : P.PosSemidef) {δ : ℝ} (hδ : 0 < δ) :
    ((Finset.univ.filter fun k => δ ≤ levelShift hA hP.isHermitian k).card : ℝ)
      ≤ P.trace.re / δ := by
  -- a repulsion lowers no level
  have hnn : ∀ k, 0 ≤ levelShift hA hP.isHermitian k := fun k => by
    have h1 := level_le_add hA (hA.add hP.isHermitian) 0 (fun x => by
      have h2 : 0 ≤ (star x ⬝ᵥ P *ᵥ x).re :=
        (Complex.le_def.mp (hP.dotProduct_mulVec_nonneg x)).1
      rw [Matrix.add_mulVec, dotProduct_add, Complex.add_re]
      linarith) k
    unfold levelShift
    linarith
  rw [le_div_iff₀ hδ, ← sum_levelShift hA hP.isHermitian, ← nsmul_eq_mul, ← Finset.sum_const]
  refine le_trans (Finset.sum_le_sum fun k hk => (Finset.mem_filter.mp hk).2) ?_
  exact Finset.sum_le_sum_of_subset_of_nonneg (Finset.filter_subset _ _) fun k _ _ => hnn k

/-- If a Hermitian matrix satisfies `A² = δ A`, each of its levels `E` satisfies `E² = δ E`. -/
theorem level_mul_self (hA : A.IsHermitian) {δ : ℝ} (h2 : A * A = (δ : ℂ) • A) (k : Fin n) :
    level hA k * level hA k = δ * level hA k := by
  obtain ⟨U, hU, h⟩ := exists_levelBasis hA
  set D := diagonal (fun k => (level hA k : ℂ)) with hD
  have hDD : D * D = (δ : ℂ) • D := by
    calc D * D = Uᴴ * U * D * D := by rw [hU, one_mul]
      _ = Uᴴ * (A * A * U) := by
          rw [mul_assoc A A U, h, ← mul_assoc A U D, h]
          simp only [mul_assoc]
      _ = (δ : ℂ) • D := by
          rw [h2, Matrix.smul_mul, h, Matrix.mul_smul, ← mul_assoc, hU, one_mul]
  have hk := congrFun (congrFun hDD k) k
  rw [hD, Matrix.diagonal_mul_diagonal] at hk
  simp only [Matrix.diagonal_apply_eq, Matrix.smul_apply, smul_eq_mul] at hk
  exact_mod_cast hk

/-- The bound is attained: for `A = 0` and `P = δ Q` with `δ > 0` and `Q` an orthogonal projector,
exactly `tr P / δ` levels are raised by `δ` or more. -/
theorem card_large_shifts_eq {Q : Matrix (Fin n) (Fin n) ℂ} {δ : ℝ} (hδ : 0 < δ)
    (hP : ((δ : ℂ) • Q).IsHermitian) (hQ : Q * Q = Q) :
    ((Finset.univ.filter fun k => δ ≤ levelShift Matrix.isHermitian_zero hP k).card : ℝ)
      = ((δ : ℂ) • Q).trace.re / δ := by
  rw [eq_div_iff hδ.ne', ← sum_levelShift Matrix.isHermitian_zero hP, ← nsmul_eq_mul,
    ← Finset.sum_const, Finset.sum_filter]
  refine Finset.sum_congr rfl fun k _ => ?_
  have h0 : level (Matrix.isHermitian_zero (n := Fin n) (α := ℂ)) k = 0 := by
    have h1 := level_mul_self (Matrix.isHermitian_zero (n := Fin n) (α := ℂ)) (δ := 0)
      (by simp) k
    rw [zero_mul] at h1
    exact mul_self_eq_zero.mp h1
  have h1 := level_mul_self (Matrix.isHermitian_zero.add hP) (δ := δ)
    (by rw [zero_add, Matrix.smul_mul, Matrix.mul_smul, hQ]) k
  unfold levelShift
  rw [h0, sub_zero]
  -- every perturbed level is either 0 or δ
  rcases eq_or_ne (level (Matrix.isHermitian_zero.add hP) k) 0 with hz | hz
  · rw [hz, if_neg (not_le_of_gt hδ)]
  · rw [mul_right_cancel₀ hz h1, if_pos le_rfl]

end

end FewLevelsShift
```

```lean
#print axioms FewLevelsShift.card_large_shifts_le
#print axioms FewLevelsShift.card_large_shifts_eq
```

```
'FewLevelsShift.card_large_shifts_le' depends on axioms: [propext, Classical.choice, Quot.sound]
'FewLevelsShift.card_large_shifts_eq' depends on axioms: [propext, Classical.choice, Quot.sound]
```

## Finite matrices, sorted levels and the continuum

`card_large_shifts_le` is the bound, for a Hermitian `A` and a positive semidefinite `P` of any finite size, with complex entries. `level hA k` is $E_k(A)$, with `k : Fin n` running from 0 to $n-1$. A degenerate eigenvalue therefore counts as several levels, whereas textbooks often call it one. `levelShift` is $s_k$; it pairs levels by rank and does not follow an eigenvector through a crossing. `P.PosSemidef` includes hermiticity, so taking the real part `P.trace.re` loses nothing.

`card_large_shifts_eq` is the equality case. Its hypotheses, $\delta Q$ Hermitian with $\delta>0$ and $Q^2=Q$, make $Q$ an orthogonal projector.

In the proof, `exists_levelBasis` puts the ordered eigenvectors into the columns of a unitary `U`. `energy_expansion` and `norm_expansion` expand $x^\dagger Ax$ and $x^\dagger x$ in such a basis; their ratio is the energy expectation value of the normalised state.

`level_le_add` carries out the comparison of levels, with an additional constant `c` that the bound sets to 0. It writes the $n-1$ conditions as the rows of a square matrix whose row `k` is zero. The determinant vanishes, which supplies the nonzero $x$. `level_mono` then justifies replacing each remaining level by the `k`-th.

`sum_level` obtains the trace by cyclicity, and `sum_levelShift` subtracts the two sums. The main theorem multiplies through by $\delta$, bounds the sum over the selected levels from below, and extends it to all levels because no shift is negative. For the equality case, `level_mul_self` transfers $P^2=\delta P$ to the levels.

The theorems concern exact eigenvalues, not the rounded output of a diagonaliser. The step from the matrix to a continuum Hamiltonian is also left to the user. On a real-space grid, the trace of a fixed local repulsive potential grows as the grid is refined, and the bound weakens accordingly.
